# For a simple interior eigenvalue of a real symmetric matrix, the Hylleraas functional has one stationary point, a saddle

Take three levels with energies $-1, 0, 1$ and basis vectors $e_0, e_1, e_2$, so that $H_0=\mathrm{diag}(-1,0,1)$. The reference state is the middle one, $\psi_0=e_1$ with $E_0=0$. A perturbation $V$ sends it to $V\psi_0=(v_0,v_1,v_2)$. For a correction $c=(x,0,z)$ orthogonal to $\psi_0$, the Hylleraas functional is

$$J(c)=\langle c,(H_0-E_0)c\rangle+2\langle c,V\psi_0\rangle=-x^2+z^2+2v_0x+2v_2z .$$

Completing the squares gives

$$J(c)=-(x-v_0)^2+(z+v_2)^2+v_0^2-v_2^2 .$$

The only stationary point is $x=v_0$, $z=-v_2$. From there $J$ falls without limit along the lower level and rises without limit along the upper one.

## The same result for any finite number of levels

Let $H_0$ be a symmetric operator on a finite-dimensional real inner product space. Let $E_0$ be a simple eigenvalue with unit eigenvector $\psi_0$, and let there be further eigenvalues $a<E_0<b$. The perturbation $V$ may be any linear operator; the symmetric ones of physics are included. The claim is that on the complement of $\psi_0$ the functional $J$ has exactly one stationary point, that this point is a saddle, and that $J$ is unbounded below and above.

**Expansion along a line.** Since $H_0$ is symmetric, the two cross terms in $\langle c+td,(H_0-E_0)(c+td)\rangle$ are equal, and

$$J(c+td)=J(c)+2t\,\langle d,(H_0-E_0)c+V\psi_0\rangle+t^2\langle d,(H_0-E_0)d\rangle .$$

**The stationarity equation.** Stationarity means that $c\perp\psi_0$ and that the coefficient of $t$ vanishes for every $d\perp\psi_0$. Put

$$r=(H_0-E_0)c+V\psi_0-\langle\psi_0,V\psi_0\rangle\psi_0 .$$

Because $\langle\psi_0,(H_0-E_0)c\rangle=\langle(H_0-E_0)\psi_0,c\rangle=0$, we have $\langle\psi_0,r\rangle=0$, so $d=r$ is an allowed direction. Stationarity then gives $\langle r,\,r+\langle\psi_0,V\psi_0\rangle\psi_0\rangle=\langle r,r\rangle=0$, hence $r=0$:

$$(H_0-E_0)c+V\psi_0=\langle\psi_0,V\psi_0\rangle\psi_0 .$$

This is the first-order perturbation equation. Conversely, if it holds, the coefficient of $t$ is $2\langle\psi_0,V\psi_0\rangle\langle d,\psi_0\rangle=0$.

**One solution.** Define $Bx=(H_0-E_0)x+\langle\psi_0,x\rangle\psi_0$. Then $\langle\psi_0,Bx\rangle=\langle\psi_0,x\rangle$. If $Bx=0$, it follows that $\langle\psi_0,x\rangle=0$ and $(H_0-E_0)x=0$. Simplicity gives $x=k\psi_0$, and orthogonality gives $k=0$. So $B$ is injective and, in finite dimension, surjective. Solve

$$Bc=\langle\psi_0,V\psi_0\rangle\psi_0-V\psi_0 .$$

The right side is orthogonal to $\psi_0$, hence so is $c$, and the equation reduces to the stationarity equation. Any other stationary point solves the same equation for $B$ and therefore equals $c$.

**The saddle.** Let $u$ be a unit eigenvector with eigenvalue $a\neq E_0$. It is orthogonal to $\psi_0$, so the linear term at the stationary point vanishes and

$$J(c+tu)=J(c)+t^2(a-E_0).$$

An eigenvalue below $E_0$ gives lower values and one above gives higher values. Small $t$ shows the saddle, large $t$ the unboundedness.

## Solving for the correction, and descending instead

In second-order perturbation theory on a nondegenerate excited reference with levels both below and above it, within a finite basis, the first-order correction can be found from a linear system, whereas minimising $J$ has no solution. In an orthonormal basis of the complement, let $A$ be the matrix of $H_0-E_0$ and $g$ the components of $V\psi_0$. The system is $Ac=-g$, with $A$ invertible but indefinite.

In the three-level example with $v_0=v_2=0.1$, the system gives $x=0.1$ and $z=-0.1$. Steepest descent with step length $\eta$ multiplies the error in $x$ by $1+2\eta$ and the error in $z$ by $1-2\eta$. With $\eta=0.25$ and a start at $c=0$, ten steps shrink the error in $z$ from $0.1$ to about $10^{-4}$, while the error in $x$ grows from $0.1$ to about $5.8$.

## A degenerate partner can remove the stationary point

Add a second level at zero: $H_0=\mathrm{diag}(-1,0,0,1)$, $E_0=0$, $\psi_0=e_1$. Let $V$ exchange $e_1$ and $e_2$ and annihilate the other two basis vectors. For $c=(x,0,y,z)$,

$$J(c)=-x^2+z^2+2y ,$$

whose derivative in $y$ is $2$ everywhere. Without simplicity of $E_0$, a stationary point need not exist, even for symmetric $V$. This example and the descent iteration are worked by hand only and do not appear in the Lean code.

## The functional and its stationary points in Lean

```lean
import Mathlib

namespace HylleraasExcitedState

noncomputable section

variable {E : Type*} [NormedAddCommGroup E] [InnerProductSpace ℝ E]
```

The state space is `E`, a real inner product space. Finite dimension is added only in the theorems that need it.

```lean
/-- The Hylleraas functional `J(c) = ⟨c, (H0 - E0) c⟩ + 2 ⟨c, V ψ0⟩`. -/
def hylleraas (H0 V : E →ₗ[ℝ] E) (E0 : ℝ) (ψ0 c : E) : ℝ :=
  inner ℝ c (H0 c - E0 • c) + 2 * inner ℝ c (V ψ0)
```

The operators `H0` and `V` are linear maps, and `inner ℝ` is the real inner product. The functional is defined on all of `E`; the restriction to the complement is written separately as `inner ℝ ψ0 c = 0`.

```lean
/-- `c` is orthogonal to `ψ0`, and the derivative of the Hylleraas functional at `c` vanishes
along every direction orthogonal to `ψ0`. -/
def IsStationary (H0 V : E →ₗ[ℝ] E) (E0 : ℝ) (ψ0 c : E) : Prop :=
  inner ℝ ψ0 c = 0 ∧ ∀ d : E, inner ℝ ψ0 d = 0 →
    HasDerivAt (fun t : ℝ => hylleraas H0 V E0 ψ0 (c + t • d)) 0 0
```

The two final zeros in the `HasDerivAt` clause say that the derivative at $t=0$ is $0$. Only directions orthogonal to `ψ0` are tested.

## From the line expansion to the perturbation equation

```lean
variable {H0 V : E →ₗ[ℝ] E} {E0 : ℝ} {ψ0 : E}

local notation "J" => hylleraas H0 V E0 ψ0

variable (hH : H0.IsSymmetric)
include hH

/-- For symmetric `H0`, the Hylleraas functional along a line is an explicit quadratic
polynomial in the step `t`. -/
theorem hylleraas_line (c d : E) (t : ℝ) :
    J (c + t • d) = J c + 2 * t * inner ℝ d (H0 c - E0 • c + V ψ0)
      + t ^ 2 * inner ℝ d (H0 d - E0 • d) := by
  have h1 : inner ℝ c (H0 d) = inner ℝ d (H0 c) := (hH c d).symm.trans (real_inner_comm _ _)
  have h2 : inner ℝ c d = inner ℝ d c := real_inner_comm _ _
  simp only [hylleraas, map_add, map_smul, inner_add_left, inner_add_right, inner_sub_right,
    real_inner_smul_left, real_inner_smul_right]
  linear_combination t * h1 - E0 * t * h2
```

The hypothesis `hH` is the symmetry of `H0`, and it is carried into the theorems that follow. In the proof, `simp only` multiplies out the inner products, `h1` and `h2` identify the cross terms, and `linear_combination` collects them.

```lean
variable (hψ : H0 ψ0 = E0 • ψ0) (hn : ‖ψ0‖ = 1)
include hψ hn

/-- For symmetric `H0` with unit eigenvector `ψ0` at `E0`, stationarity is the first-order
perturbation equation `(H0 - E0) c + V ψ0 = ⟨ψ0, V ψ0⟩ ψ0` with `c` orthogonal to `ψ0`. -/
theorem isStationary_iff (c : E) : IsStationary H0 V E0 ψ0 c ↔
    inner ℝ ψ0 c = 0 ∧ H0 c - E0 • c + V ψ0 = (inner ℝ ψ0 (V ψ0) : ℝ) • ψ0 := by
  have hnn : inner ℝ ψ0 ψ0 = (1 : ℝ) := by rw [real_inner_self_eq_norm_sq, hn]; norm_num
  -- the slope of the functional along `d`
  have hder : ∀ d : E, HasDerivAt (fun t : ℝ => J (c + t • d))
      (2 * inner ℝ d (H0 c - E0 • c + V ψ0)) 0 := by
    intro d
    have hf : (fun t : ℝ => J (c + t • d)) = fun t : ℝ =>
        J c + (2 * inner ℝ d (H0 c - E0 • c + V ψ0) * t
          + inner ℝ d (H0 d - E0 • d) * t ^ 2) := by
      funext t
      rw [hylleraas_line hH]
      ring
    rw [hf]
    have h1 := (hasDerivAt_id' (0 : ℝ)).const_mul (2 * inner ℝ d (H0 c - E0 • c + V ψ0))
    have h2 := (hasDerivAt_pow 2 (0 : ℝ)).const_mul (inner ℝ d (H0 d - E0 • d))
    exact ((h1.fun_add h2).const_add _).congr_deriv (by simp)
  constructor
  · rintro ⟨hc, hs⟩
    refine ⟨hc, ?_⟩
    have hp : inner ℝ ψ0 (H0 c) = 0 := by
      rw [← hH ψ0 c, hψ, real_inner_smul_left, hc, mul_zero]
    -- the residual is an allowed direction, so it is orthogonal to itself
    have hr : inner ℝ ψ0 (H0 c - E0 • c + V ψ0 - (inner ℝ ψ0 (V ψ0) : ℝ) • ψ0) = 0 := by
      simp only [inner_add_right, inner_sub_right, real_inner_smul_right, hp, hc, hnn]
      ring
    have hd := (hder _).unique (hs _ hr)
    have hr' := (real_inner_comm _ _).trans hr
    refine sub_eq_zero.mp ((inner_self_eq_zero (𝕜 := ℝ)).mp ?_)
    rw [inner_sub_right, real_inner_smul_right, hr']
    linarith
  · rintro ⟨hc, he⟩
    refine ⟨hc, fun d hd => (hder d).congr_deriv ?_⟩
    have hd' : inner ℝ d ψ0 = 0 := (real_inner_comm _ _).trans hd
    rw [he, real_inner_smul_right, hd', mul_zero, mul_zero]
```

The added hypotheses say that `ψ0` is an eigenvector at `E0` and has norm one. The auxiliary statement `hder` reads off the slope from the quadratic polynomial. In the forward direction, `hr` shows that the residual $r$ is an allowed direction, and `unique` equates its computed slope with the zero required by stationarity. The step `inner_self_eq_zero` then turns $\langle r,r\rangle=0$ into $r=0$. The reverse direction substitutes the equation into the slope.

```lean
/-- Let `H0` be symmetric with unit eigenvector `ψ0` at `E0`. From a stationary point, a step `t`
along a unit eigenvector with eigenvalue `a ≠ E0` stays orthogonal to `ψ0` and changes the
functional by `t² (a - E0)`. -/
theorem step_along_eigenvector {c u : E} {a : ℝ} (hc : IsStationary H0 V E0 ψ0 c)
    (hu : H0 u = a • u) (hu1 : ‖u‖ = 1) (ha : a ≠ E0) (t : ℝ) :
    inner ℝ ψ0 (c + t • u) = 0 ∧ J (c + t • u) = J c + t ^ 2 * (a - E0) := by
  obtain ⟨h0, he⟩ := (isStationary_iff hH hψ hn c).mp hc
  -- eigenvectors of different eigenvalues are orthogonal
  have hou : inner ℝ ψ0 u = 0 := by
    have h := hH ψ0 u
    rw [hψ, hu, real_inner_smul_left, real_inner_smul_right] at h
    have h' : (a - E0) * inner ℝ ψ0 u = 0 := by linarith
    exact (mul_eq_zero.mp h').resolve_left (sub_ne_zero.mpr ha)
  have huo : inner ℝ u ψ0 = 0 := (real_inner_comm _ _).trans hou
  constructor
  · rw [inner_add_right, real_inner_smul_right, h0, hou, mul_zero, add_zero]
  · rw [hylleraas_line hH, he, hu, real_inner_smul_right, huo, ← sub_smul,
      real_inner_smul_right, real_inner_self_eq_norm_sq, hu1]
    ring
```

Here `hou` derives the orthogonality of $\psi_0$ and $u$ from $(a-E_0)\langle\psi_0,u\rangle=0$. The first conclusion keeps the displaced point in the complement; the second is the exact change of $J$, for a step of either sign and any size.

## Existence, uniqueness and the saddle

```lean
/-- If `E0` is a simple eigenvalue of a symmetric `H0` in finite dimension, with unit eigenvector
`ψ0`, the Hylleraas functional has exactly one stationary point on the complement of `ψ0`. -/
theorem existsUnique_stationary [FiniteDimensional ℝ E]
    (hsimple : ∀ x, H0 x = E0 • x → ∃ k : ℝ, x = k • ψ0) :
    ∃! c, IsStationary H0 V E0 ψ0 c := by
  have hnn : inner ℝ ψ0 ψ0 = (1 : ℝ) := by rw [real_inner_self_eq_norm_sq, hn]; norm_num
  -- adding the projector on `ψ0` makes `H0 - E0` invertible
  let B : E →ₗ[ℝ] E := H0 - E0 • LinearMap.id + (innerₛₗ ℝ ψ0).smulRight ψ0
  have hB : ∀ x, B x = H0 x - E0 • x + (inner ℝ ψ0 x : ℝ) • ψ0 := fun x => rfl
  have hBψ : ∀ x, inner ℝ ψ0 (B x) = inner ℝ ψ0 x := by
    intro x
    have hp : inner ℝ ψ0 (H0 x) = E0 * inner ℝ ψ0 x := by
      rw [← hH ψ0 x, hψ, real_inner_smul_left]
    rw [hB]
    simp only [inner_add_right, inner_sub_right, real_inner_smul_right, hp, hnn]
    ring
  have hinj : Function.Injective B := by
    refine (injective_iff_map_eq_zero B).mpr fun x hx => ?_
    have h0 : inner ℝ ψ0 x = 0 := by rw [← hBψ, hx, inner_zero_right]
    rw [hB, h0, zero_smul, add_zero] at hx
    obtain ⟨k, rfl⟩ := hsimple x (sub_eq_zero.mp hx)
    rw [real_inner_smul_right, hnn, mul_one] at h0
    rw [h0, zero_smul]
  obtain ⟨c, hc⟩ := LinearMap.injective_iff_surjective.mp hinj
    ((inner ℝ ψ0 (V ψ0) : ℝ) • ψ0 - V ψ0)
  have h0 : inner ℝ ψ0 c = 0 := by
    rw [← hBψ, hc, inner_sub_right, real_inner_smul_right, hnn]
    ring
  refine ⟨c, (isStationary_iff hH hψ hn c).mpr ⟨h0, ?_⟩, fun y hy => hinj ?_⟩
  · rw [hB, h0, zero_smul, add_zero] at hc
    rw [hc]
    abel
  · obtain ⟨hy0, hye⟩ := (isStationary_iff hH hψ hn y).mp hy
    rw [hc, hB, hy0, zero_smul, add_zero, ← hye]
    abel
```

Simplicity is expressed by `hsimple`: every solution of $H_0x=E_0x$ is a multiple of $\psi_0$. The operator `B` is the one used above, `hBψ` is the identity $\langle\psi_0,Bx\rangle=\langle\psi_0,x\rangle$, and `hinj` is injectivity. Finite dimension enters through `LinearMap.injective_iff_surjective`, which supplies the solution `c`. The last two bullets check that `c` is stationary and that any stationary `y` has the same image under `B`.

```lean
/-- Let `H0` be symmetric in finite dimension, with simple eigenvalue `E0`, unit eigenvector `ψ0`,
and unit eigenvectors `u`, `w` at `a < E0 < b`. On the complement of `ψ0` the functional has exactly
one stationary point, with lower and higher values arbitrarily near it, and is unbounded below
and above. -/
theorem excited_state_saddle [FiniteDimensional ℝ E]
    (hsimple : ∀ x, H0 x = E0 • x → ∃ k : ℝ, x = k • ψ0) {a b : ℝ} {u w : E}
    (hu : H0 u = a • u) (hu1 : ‖u‖ = 1) (hw : H0 w = b • w) (hw1 : ‖w‖ = 1)
    (ha : a < E0) (hb : E0 < b) :
    (∃! c, IsStationary H0 V E0 ψ0 c) ∧
    (∀ c, IsStationary H0 V E0 ψ0 c → ∀ ε : ℝ, 0 < ε →
      (∃ x, inner ℝ ψ0 x = 0 ∧ ‖x - c‖ < ε ∧ J x < J c) ∧
      (∃ x, inner ℝ ψ0 x = 0 ∧ ‖x - c‖ < ε ∧ J c < J x)) ∧
    (∀ M : ℝ, ∃ x, inner ℝ ψ0 x = 0 ∧ J x < M) ∧
    (∀ M : ℝ, ∃ x, inner ℝ ψ0 x = 0 ∧ M < J x) := by
  have hex := existsUnique_stationary (V := V) hH hψ hn hsimple
  have down := fun c (hc : IsStationary H0 V E0 ψ0 c) =>
    step_along_eigenvector hH hψ hn hc hu hu1 ha.ne
  have up := fun c (hc : IsStationary H0 V E0 ψ0 c) =>
    step_along_eigenvector hH hψ hn hc hw hw1 hb.ne'
  -- short steps give the saddle
  have short : ∀ (c v : E) (ε : ℝ), ‖v‖ = 1 → 0 < ε → ‖c + (ε / 2) • v - c‖ < ε := by
    intro c v ε hv hε
    rw [add_sub_cancel_left, norm_smul, hv, Real.norm_of_nonneg (half_pos hε).le]
    linarith
  -- long steps give unboundedness
  have long : ∀ K L : ℝ, 0 < K → ∃ t : ℝ, L < t ^ 2 * K := by
    intro K L hK
    have h0 : 0 ≤ |L| / K := div_nonneg (abs_nonneg L) hK.le
    have h1 : |L| / K * K = |L| := div_mul_cancel₀ _ hK.ne'
    refine ⟨|L| / K + 1, ?_⟩
    nlinarith [le_abs_self L, mul_nonneg (mul_nonneg h0 (add_nonneg h0 zero_le_one)) hK.le]
  obtain ⟨c, hc, -⟩ := id hex
  refine ⟨hex, fun y hy ε hε => ⟨?_, ?_⟩, fun M => ?_, fun M => ?_⟩
  · refine ⟨_, (down y hy (ε / 2)).1, short y u ε hu1 hε, ?_⟩
    rw [(down y hy _).2]
    linarith [mul_pos (pow_pos (half_pos hε) 2) (sub_pos.mpr ha)]
  · refine ⟨_, (up y hy (ε / 2)).1, short y w ε hw1 hε, ?_⟩
    rw [(up y hy _).2]
    linarith [mul_pos (pow_pos (half_pos hε) 2) (sub_pos.mpr hb)]
  · obtain ⟨t, ht⟩ := long _ (J c - M) (sub_pos.mpr ha)
    refine ⟨_, (down c hc t).1, ?_⟩
    rw [(down c hc t).2]
    linarith
  · obtain ⟨t, ht⟩ := long _ (M - J c) (sub_pos.mpr hb)
    refine ⟨_, (up c hc t).1, ?_⟩
    rw [(up c hc t).2]
    linarith
```

The levels below and above are given by unit eigenvectors `u` and `w` with eigenvalues `a` and `b`. The four parts of the conclusion are the unique stationary point, lower and higher values within every distance `ε` of it, unboundedness below, and unboundedness above. All comparison points lie in the complement of `ψ0`. The theorem concerns real, finite-dimensional spaces, so a Hamiltonian with a continuum is beyond its reach.

The statements `down` and `up` apply the eigenvector step to `u` and `w`. A step of length `ε / 2` gives the saddle by `short`. For unboundedness, `long` finds a $t$ for which $t^2K$ exceeds any prescribed number when $K>0$; it is used with $K=E_0-a$ and $K=b-E_0$.

## The three-level Hamiltonian meets the spectral conditions

```lean
omit hH hψ hn

/-- The three-level Hamiltonian `diag(-1, 0, 1)`. -/
def threeLevel : EuclideanSpace ℝ (Fin 3) →ₗ[ℝ] EuclideanSpace ℝ (Fin 3) where
  toFun x := !₂[-x 0, 0, x 2]
  map_add' x y := by ext i; fin_cases i <;> simp [add_comm]
  map_smul' k x := by ext i; fin_cases i <;> simp
```

This is the operator of the opening example, with components numbered from 0 as in the text.

```lean
/-- The Hamiltonian `diag(-1, 0, 1)` is symmetric, the basis vectors are unit eigenvectors at
`-1`, `0`, `1`, and the eigenvalue `0` is simple. -/
theorem excited_state_saddle_witness :
    threeLevel.IsSymmetric ∧
    (threeLevel !₂[1, 0, 0] = (-1 : ℝ) • !₂[1, 0, 0] ∧
      threeLevel !₂[0, 1, 0] = (0 : ℝ) • !₂[0, 1, 0] ∧
      threeLevel !₂[0, 0, 1] = (1 : ℝ) • !₂[0, 0, 1]) ∧
    (‖(!₂[1, 0, 0] : EuclideanSpace ℝ (Fin 3))‖ = 1 ∧
      ‖(!₂[0, 1, 0] : EuclideanSpace ℝ (Fin 3))‖ = 1 ∧
      ‖(!₂[0, 0, 1] : EuclideanSpace ℝ (Fin 3))‖ = 1) ∧
    ∀ x, threeLevel x = (0 : ℝ) • x → ∃ k : ℝ, x = k • !₂[0, 1, 0] := by
  refine ⟨fun x y => ?_, ?_, ?_, fun x hx => ⟨x 1, ?_⟩⟩
  · simp [threeLevel, PiLp.inner_apply, Fin.sum_univ_three]
  · refine ⟨?_, ?_, ?_⟩ <;> ext i <;> fin_cases i <;> simp [threeLevel]
  · refine ⟨?_, ?_, ?_⟩ <;> simp [EuclideanSpace.norm_eq, Fin.sum_univ_three]
  · have h0 := congrArg (fun v : EuclideanSpace ℝ (Fin 3) => v 0) hx
    have h2 := congrArg (fun v : EuclideanSpace ℝ (Fin 3) => v 2) hx
    simp [threeLevel] at h0 h2
    ext i; fin_cases i <;> simp [h0, h2]

end

end HylleraasExcitedState
```

The theorem confirms symmetry, the three eigenvalue equations, the unit norms and the simplicity of the eigenvalue $0$. For simplicity, comparing components 0 and 2 of the eigenvalue equation forces both to vanish, which leaves a multiple of $e_1$. These are the conditions that `excited_state_saddle` places on the Hamiltonian and its eigenvectors, and it places none on `V` beyond linearity.

```lean
#print axioms HylleraasExcitedState.existsUnique_stationary
-- 'HylleraasExcitedState.existsUnique_stationary' depends on axioms: [propext, Classical.choice, Quot.sound]
#print axioms HylleraasExcitedState.excited_state_saddle
-- 'HylleraasExcitedState.excited_state_saddle' depends on axioms: [propext, Classical.choice, Quot.sound]
```
